# The smallest relative change of A and b that makes y an exact solution is ‖b − Ay‖ / (‖A‖‖y‖ + ‖b‖), if the denominator is positive

In a simulation with polarisable molecules, the induced dipoles y in an applied field b follow from a linear system Ay = b. The matrix A holds the inverse polarisabilities and the dipole–dipole couplings. An iterative solver stops early and returns dipoles that leave a residual field b − Ay. The polarisabilities and the applied field are themselves known only to some relative accuracy. Are the returned dipoles the exact response of a system whose data lie within that accuracy?

The question has a simple answer if A may be changed in any way within a norm bound, whether or not the new matrix still describes polarisable molecules. Let F change A and let g change b, so that (A + F)y = b + g. The normwise backward error of y is the least e ≥ 0 for which such a pair exists with ‖F‖ ≤ e‖A‖ and ‖g‖ ≤ e‖b‖. The Rigal–Gaches theorem gives its value as the quotient in the title. The condition ‖A‖‖y‖ + ‖b‖ > 0 says that the data set a nonzero field scale against which the residual can be measured.

## Spaces, perturbations and admissible tolerances

```lean
import Mathlib

open scoped Matrix.Norms.L2Operator

namespace RigalGachesBackwardError

variable {𝕜 E H : Type*} [RCLike 𝕜] [NormedAddCommGroup E] [NormedSpace 𝕜 E]
  [NormedAddCommGroup H] [NormedSpace 𝕜 H]
```

The symbol `𝕜` stands for the real or the complex numbers. The unknown y lives in the normed space `E` and the right-hand side b in the normed space `H`; these letters mean neither an energy nor a Hamiltonian. Neither space needs an inner product or a finite dimension.

```lean
/-- The tolerances `e ≥ 0` for which `y` exactly solves a perturbed system `(A + F) y = b + g`
with `‖F‖ ≤ e α` and `‖g‖ ≤ e β`. -/
def backwardErrors (A : E →L[𝕜] H) (b : H) (y : E) (α β : ℝ) : Set ℝ :=
  {e | 0 ≤ e ∧ ∃ (F : E →L[𝕜] H) (g : H),
    (A + F) y = b + g ∧ ‖F‖ ≤ e * α ∧ ‖g‖ ≤ e * β}
```

The type `E →L[𝕜] H` contains the bounded linear operators from `E` to `H`. The norm ‖F‖ of such an operator is the smallest C ≥ 0 with ‖Fx‖ ≤ C‖x‖ for all x. Numerical texts often write ΔA and Δb for what is here called F and g.

The set `backwardErrors A b y α β` collects all tolerances e ≥ 0 for which some F and g satisfy

(A + F)y = b + g, ‖F‖ ≤ eα, ‖g‖ ≤ eβ.

The weights α and β say how uncertain the operator and the right-hand side are relative to each other. An applied field that is known exactly has β = 0. The relative error of the title has α = ‖A‖ and β = ‖b‖. Nothing requires A to be invertible.

## The residual limits the tolerance from below

```lean
/-- Every admissible tolerance `e` bounds the residual: `‖b - A y‖ ≤ e (α ‖y‖ + β)`. -/
theorem residual_le {A : E →L[𝕜] H} {b : H} {y : E} {α β e : ℝ}
    (h : e ∈ backwardErrors A b y α β) : ‖b - A y‖ ≤ e * (α * ‖y‖ + β) := by
  obtain ⟨_, F, g, h, hF, hg⟩ := h
  have h' : A y + F y = b + g := h
  -- the residual is what the two perturbations must absorb
  have hr : b - A y = F y - g := by
    rw [sub_eq_sub_iff_add_eq_add, ← h', add_comm]
  calc ‖b - A y‖ = ‖F y - g‖ := by rw [hr]
    _ ≤ ‖F y‖ + ‖g‖ := norm_sub_le _ _
    _ ≤ e * α * ‖y‖ + e * β :=
        add_le_add ((F.le_opNorm y).trans
          (mul_le_mul_of_nonneg_right hF (norm_nonneg y))) hg
    _ = e * (α * ‖y‖ + β) := by ring
```

If e is admissible, then ‖b − Ay‖ ≤ e(α‖y‖ + β). To see this, write r = b − Ay. The perturbed equation reads Ay + Fy = b + g, so

r = Fy − g.

The two perturbations together must absorb the residual. The triangle inequality and the definition of the operator norm give

‖r‖ ≤ ‖Fy‖ + ‖g‖ ≤ ‖F‖‖y‖ + ‖g‖ ≤ eα‖y‖ + eβ = e(α‖y‖ + β).

In the proof, `hr` is the equation for r, and the `calc` block is this chain of inequalities. The bound on ‖Fy‖ comes from `F.le_opNorm y`.

## A perturbation of rank at most one reaches the limit

```lean
/-- For weights `α, β ≥ 0` with `α ‖y‖ + β > 0`, the tolerance `‖b - A y‖ / (α ‖y‖ + β)` is met
by an operator perturbation `x ↦ f(x) (b - A y)`, of rank at most one, and a suitable `g`. -/
theorem exists_rank_one_perturbation (A : E →L[𝕜] H) (b : H) (y : E) {α β : ℝ}
    (hα : 0 ≤ α) (hβ : 0 ≤ β) (hD : 0 < α * ‖y‖ + β) :
    ∃ (f : E →L[𝕜] 𝕜) (g : H), (A + f.smulRight (b - A y)) y = b + g ∧
      ‖f.smulRight (b - A y)‖ ≤ ‖b - A y‖ / (α * ‖y‖ + β) * α ∧
      ‖g‖ ≤ ‖b - A y‖ / (α * ‖y‖ + β) * β := by
  obtain ⟨D, hD'⟩ : ∃ D, D = α * ‖y‖ + β := ⟨_, rfl⟩
  rw [← hD'] at hD ⊢
  -- a functional of norm at most one that reads off the length of `y`
  obtain ⟨f, hf, hfy⟩ := exists_dual_vector'' 𝕜 y
  have hreal : α / D * ‖y‖ + β / D = 1 := by
    rw [div_mul_eq_mul_div, ← add_div, ← hD', div_self hD.ne']
  have hs : ((α / D : ℝ) : 𝕜) * ((‖y‖ : ℝ) : 𝕜) + ((β / D : ℝ) : 𝕜) = 1 := by
    rw [← RCLike.ofReal_mul, ← RCLike.ofReal_add, hreal, RCLike.ofReal_one]
  have hc : ((β / D : ℝ) : 𝕜) = 1 - ((α / D : ℝ) : 𝕜) * ((‖y‖ : ℝ) : 𝕜) := by
    linear_combination hs
  have hαD : 0 ≤ α / D := div_nonneg hα hD.le
  have hβD : 0 ≤ β / D := div_nonneg hβ hD.le
  refine ⟨((α / D : ℝ) : 𝕜) • f, -(((β / D : ℝ) : 𝕜) • (b - A y)), ?_, ?_, ?_⟩
  · change A y + (((α / D : ℝ) : 𝕜) * f y) • (b - A y) = _
    rw [hfy, hc]
    module
  · rw [ContinuousLinearMap.norm_smulRight_apply, norm_smul, RCLike.norm_ofReal,
      abs_of_nonneg hαD]
    calc α / D * ‖f‖ * ‖b - A y‖ ≤ α / D * 1 * ‖b - A y‖ := by gcongr
      _ = ‖b - A y‖ / D * α := by ring
  · rw [norm_neg, norm_smul, RCLike.norm_ofReal, abs_of_nonneg hβD]
    exact le_of_eq (by ring)
```

Let α, β ≥ 0 and D = α‖y‖ + β > 0. The theorem supplies F and g that meet the tolerance ‖r‖/D. The expression `f.smulRight (b - A y)` is the operator x ↦ f(x) r, which in Dirac notation would be a ket r times a bra f.

The construction needs a linear functional φ with ‖φ‖ ≤ 1 and φ(y) = ‖y‖. In a Euclidean space with y ≠ 0 this is φ(x) = ⟨y, x⟩/‖y‖, the component of x along y. In a general normed space the Hahn–Banach theorem provides one, and for y = 0 the zero functional will do. Now set

Fx = (α/D) φ(x) r, g = −(β/D) r.

Then

Fy − g = (α‖y‖/D + β/D) r = r,

so (A + F)y = Ay + r + g = b + g, as required. The sizes are

‖F‖ = (α/D) ‖φ‖ ‖r‖ ≤ (‖r‖/D) α,

‖g‖ = (β/D) ‖r‖ = (‖r‖/D) β.

The residual has been shared out in proportion to α‖y‖ and β.

It is easy to lose the minus sign in g. With g = +(β/D) r the two contributions work against each other, and Fy − g becomes ((α‖y‖ − β)/D) r. This differs from r whenever β and r are both nonzero, although the norm bounds still look right.

In Lean, `exists_dual_vector''` supplies φ. The proof calls it `f`, while the `f` of the statement is the scaled functional (α/D)φ. The facts `hreal` and `hs` state that the two shares add up to one, first as real numbers and then in `𝕜`. The tactic `module` then checks the vector equation, and the last two bullets compute the norms.

## A stopping test and the least tolerance

```lean
/-- Stopping test: for nonnegative weights, a tolerance `e ≥ 0` is admissible exactly when
`‖b - A y‖ ≤ e (α ‖y‖ + β)`. -/
theorem stopping_test (A : E →L[𝕜] H) (b : H) (y : E) {α β e : ℝ}
    (hα : 0 ≤ α) (hβ : 0 ≤ β) (he : 0 ≤ e) :
    e ∈ backwardErrors A b y α β ↔ ‖b - A y‖ ≤ e * (α * ‖y‖ + β) := by
  refine ⟨residual_le, fun h => ?_⟩
  have hD0 : 0 ≤ α * ‖y‖ + β := by positivity
  rcases hD0.eq_or_lt with hD | hD
  · -- no perturbation is needed, since the residual vanishes
    rw [← hD, mul_zero] at h
    have hr : b - A y = 0 := norm_le_zero_iff.mp h
    refine ⟨he, 0, 0, ?_, ?_, ?_⟩
    · rw [add_zero, add_zero]
      exact (sub_eq_zero.mp hr).symm
    · rw [norm_zero]
      positivity
    · rw [norm_zero]
      positivity
  · obtain ⟨f, g, h1, h2, h3⟩ := exists_rank_one_perturbation A b y hα hβ hD
    have hle : ‖b - A y‖ / (α * ‖y‖ + β) ≤ e := (div_le_iff₀ hD).mpr h
    exact ⟨he, _, g, h1, h2.trans (mul_le_mul_of_nonneg_right hle hα),
      h3.trans (mul_le_mul_of_nonneg_right hle hβ)⟩
```

For nonnegative weights and e ≥ 0, the tolerance e is admissible exactly when

‖b − Ay‖ ≤ e(α‖y‖ + β).

A solver can therefore decide whether F and g within these norm bounds exist without ever constructing them.

One direction is `residual_le`. For the other, suppose the inequality holds. If D = 0, it forces r = 0, so y already solves the system and F = 0, g = 0 suffice. If D > 0, then ‖r‖/D ≤ e, and the pair constructed above satisfies the bounds for e as well, because α and β are nonnegative. The proof splits into these two cases with `rcases`.

```lean
/-- For weights `α, β ≥ 0` with `α ‖y‖ + β > 0`, the least admissible tolerance is the number `η`
with `η (α ‖y‖ + β) = ‖b - A y‖`. -/
theorem weighted_backward_error (A : E →L[𝕜] H) (b : H) (y : E) {α β : ℝ}
    (hα : 0 ≤ α) (hβ : 0 ≤ β) (hD : 0 < α * ‖y‖ + β) (η : ℝ) :
    IsLeast (backwardErrors A b y α β) η ↔ η * (α * ‖y‖ + β) = ‖b - A y‖ := by
  have hleast : IsLeast (backwardErrors A b y α β) (‖b - A y‖ / (α * ‖y‖ + β)) := by
    refine ⟨?_, fun e he => (div_le_iff₀ hD).mpr (residual_le he)⟩
    rw [stopping_test A b y hα hβ (div_nonneg (norm_nonneg _) hD.le),
      div_mul_cancel₀ _ hD.ne']
  constructor
  · intro h
    rw [h.unique hleast, div_mul_cancel₀ _ hD.ne']
  · intro h
    rw [(eq_div_iff hD.ne').mpr h]
    exact hleast
```

`IsLeast S η` means that η belongs to the set S and that no element of S is smaller. For D > 0 the theorem says that η is the least admissible tolerance exactly when

η(α‖y‖ + β) = ‖b − Ay‖.

The stopping test shows that ‖r‖/D is admissible, and `residual_le` shows that every admissible e is at least ‖r‖/D. This is the step `hleast`. A set has at most one least element, so η is least exactly when η = ‖r‖/D, and multiplying by D gives the stated equation.

```lean
/-- Rigal–Gaches theorem: if `‖A‖ ‖y‖ + ‖b‖ > 0`, the least relative perturbation of `A` and `b`
that makes `y` an exact solution is the `η` with `η (‖A‖ ‖y‖ + ‖b‖) = ‖b - A y‖`. -/
theorem rigal_gaches (A : E →L[𝕜] H) (b : H) (y : E) (hD : 0 < ‖A‖ * ‖y‖ + ‖b‖) (η : ℝ) :
    IsLeast (backwardErrors A b y ‖A‖ ‖b‖) η ↔ η * (‖A‖ * ‖y‖ + ‖b‖) = ‖b - A y‖ :=
  weighted_backward_error A b y (norm_nonneg A) (norm_nonneg b) hD η
```

Setting α = ‖A‖ and β = ‖b‖ gives the relative backward error:

η(‖A‖‖y‖ + ‖b‖) = ‖b − Ay‖.

Take the scalar system 2y = 3 with the approximate solution y = 1. The residual is 1 and D = 2·1 + 3 = 5, so η = 1/5. The construction gives F = 2/5 and g = −3/5, and both sides of the perturbed equation equal 12/5. Each datum has changed by one fifth of its size.

The equivalence needs D ≠ 0. For A = 1, b = 0 and y = 0 the system is solved exactly, so the least tolerance is 0. The equation, however, reads η·0 = 0 and is also satisfied by η = 1, which is not the least tolerance.

## The scale runs from zero to one

```lean
/-- The least relative backward error of any vector `y` is at most one. -/
theorem backward_error_le_one (A : E →L[𝕜] H) (b : H) (y : E) {η : ℝ}
    (h : IsLeast (backwardErrors A b y ‖A‖ ‖b‖) η) : η ≤ 1 :=
  -- cancel the whole system: `F = -A` and `g = -b`
  h.2 ⟨zero_le_one, -A, -b, by simp, by simp, by simp⟩
```

The least relative backward error never exceeds one, however poor y may be. With F = −A and g = −b the perturbed equation becomes 0 = 0, which every y satisfies, and the perturbations have the norms ‖A‖ and ‖b‖. So e = 1 is always admissible, and the minimality in `h.2` gives η ≤ 1. A backward error of 0.5 is thus a poor result, since A or b must change by at least half its norm.

```lean
/-- For `b ≠ 0` the starting guess `y = 0` has least relative backward error one. -/
theorem zero_guess (A : E →L[𝕜] H) {b : H} (hb : b ≠ 0) :
    IsLeast (backwardErrors A b 0 ‖A‖ ‖b‖) 1 :=
  (rigal_gaches A b 0 (by simpa using hb) 1).mpr (by simp)
```

An iteration that starts from y = 0 starts at the top of this scale if b ≠ 0. The residual is then b and D = ‖b‖, so the equation for η is η‖b‖ = ‖b‖, which η = 1 satisfies.

## Matrices with Euclidean norms

```lean
section Matrices

variable {m n : Type*} [Fintype m] [Fintype n] [DecidableEq n]

/-- A rectangular matrix as an operator between Euclidean spaces. -/
noncomputable def euclideanOp :
    Matrix m n 𝕜 ≃ₗ[𝕜] (EuclideanSpace 𝕜 n →L[𝕜] EuclideanSpace 𝕜 m) :=
  Matrix.toEuclideanLin ≪≫ₗ LinearMap.toContinuousLinearMap
```

The index types `m` and `n` label the rows and columns of a finite, possibly rectangular matrix. The map `euclideanOp` turns such a matrix into an operator between Euclidean spaces. It is a linear equivalence, written `≃ₗ`, so every operator between these spaces comes from exactly one matrix.

```lean
/-- Rigal–Gaches theorem for real or complex matrices, with Euclidean vector norms and the induced
matrix norm, whenever `‖A‖ ‖y‖ + ‖b‖ > 0`. -/
theorem rigal_gaches_matrix (A : Matrix m n 𝕜) (b : EuclideanSpace 𝕜 m)
    (y : EuclideanSpace 𝕜 n) (hD : 0 < ‖A‖ * ‖y‖ + ‖b‖) (η : ℝ) :
    IsLeast {e : ℝ | 0 ≤ e ∧ ∃ (F : Matrix m n 𝕜) (g : EuclideanSpace 𝕜 m),
      (A + F).mulVec y.ofLp = (b + g).ofLp ∧ ‖F‖ ≤ e * ‖A‖ ∧ ‖g‖ ≤ e * ‖b‖} η ↔
      η * (‖A‖ * ‖y‖ + ‖b‖) = ‖b - WithLp.toLp 2 (A.mulVec y.ofLp)‖ := by
  have hT (M : Matrix m n 𝕜) : ‖M‖ = ‖euclideanOp M‖ := Matrix.l2_opNorm_def M
  have hv (M : Matrix m n 𝕜) : euclideanOp M y = WithLp.toLp 2 (M.mulVec y.ofLp) := rfl
  -- matrix perturbations and operator perturbations are the same thing
  have hset : {e : ℝ | 0 ≤ e ∧ ∃ (F : Matrix m n 𝕜) (g : EuclideanSpace 𝕜 m),
      (A + F).mulVec y.ofLp = (b + g).ofLp ∧ ‖F‖ ≤ e * ‖A‖ ∧ ‖g‖ ≤ e * ‖b‖} =
      backwardErrors (euclideanOp A) b y ‖euclideanOp A‖ ‖b‖ := by
    ext e
    constructor
    · rintro ⟨he, F, g, h, hF, hg⟩
      refine ⟨he, euclideanOp F, g, ?_, ?_, hg⟩
      · rw [← map_add, hv]
        exact congrArg (WithLp.toLp 2) h
      · rw [← hT F, ← hT A]
        exact hF
    · rintro ⟨he, G, g, h, hG, hg⟩
      obtain ⟨F, rfl⟩ := euclideanOp.surjective G
      rw [← map_add, hv] at h
      refine ⟨he, F, g, congrArg WithLp.ofLp h, ?_, hg⟩
      rw [hT F, hT A]
      exact hG
  rw [hset, hT A, ← hv A]
  rw [hT A] at hD
  exact rigal_gaches (euclideanOp A) b y hD η

end Matrices

end RigalGachesBackwardError
```

This is the statement for the dipole problem, with `𝕜` taken as the real numbers. The vectors carry the Euclidean norm, and ‖A‖ is the matrix norm induced by it, often called the spectral norm. The notation `.ofLp` reads off the plain components of a vector, and `WithLp.toLp 2` turns components back into a Euclidean vector. The set in braces contains the same tolerances as before, now with F a matrix, and the conclusion is again η(‖A‖‖y‖ + ‖b‖) = ‖b − Ay‖.

By hand there is nothing new to derive. For y ≠ 0 the earlier construction becomes, with y† the conjugate transpose,

F = (‖A‖ / (D‖y‖)) r y†, g = −(‖b‖/D) r, D = ‖A‖‖y‖ + ‖b‖.

The Lean proof translates between the two languages. `hT` says that a matrix and its operator have the same norm, and `hv` says that they act on y in the same way. `hset` concludes that matrix and operator perturbations admit the same tolerances, using `euclideanOp.surjective` to recover a matrix from a given operator. The operator theorem `rigal_gaches` then finishes the proof.

## What a small backward error says about a calculation

The theorems concern the true values of ‖b − Ay‖, ‖A‖ and ‖y‖. A program has only rounded or estimated values of these, and the step from them to the true ones needs a separate error estimate.

The perturbation F is restricted in size only. It need not keep A symmetric or sparse, so the nearby system need not describe another set of polarisable molecules. A small η also does not place y close to the solution of the original system: if A is nearly singular, a slight change of the data can move the solution far.

In quantum mechanics the matrix theorem applies to response equations (z − h)y = b with a real or complex energy z and a Hamiltonian matrix h in a finite orthonormal basis, but the nearby system that it provides need not belong to a Hermitian Hamiltonian.

```lean
#print axioms RigalGachesBackwardError.rigal_gaches
#print axioms RigalGachesBackwardError.backward_error_le_one
#print axioms RigalGachesBackwardError.zero_guess
#print axioms RigalGachesBackwardError.rigal_gaches_matrix
```

```
'RigalGachesBackwardError.rigal_gaches' depends on axioms: [propext, Classical.choice, Quot.sound]
'RigalGachesBackwardError.backward_error_le_one' depends on axioms: [propext, Classical.choice, Quot.sound]
'RigalGachesBackwardError.zero_guess' depends on axioms: [propext, Classical.choice, Quot.sound]
'RigalGachesBackwardError.rigal_gaches_matrix' depends on axioms: [propext, Classical.choice, Quot.sound]
```
